# Strain splitting of the silicon Raman mode in the linear deformation model

One way to obtain the deformation constants of silicon is to calculate the zone-centre optical phonons, with the atoms relaxed, of cells strained so that the threefold mode splits into a singlet and a doublet, and to subtract the unstrained $\omega_0^2$ from each squared frequency. To first order in strain, the formulas below turn the resulting shifts into linear equations for the constants. With strain $b$ along the cubic axis z alone, for example, the singlet shift is $pb$ and the doublet shift is $qb$.

## Shifts, polarisations and the Grüneisen parameter

Let $e$ be the strain tensor, with indices $0,1,2$ for the cubic crystal axes x, y, z. The shifts $x$ of the squared frequency $\omega^2$ are the eigenvalues, and the polarisation vectors $v$ the eigenvectors, of

$$M_{ii}=p\,e_{ii}+q(\operatorname{tr}e-e_{ii}),\qquad M_{ij}=2r\,e_{ij}\quad(i\ne j).$$

The constants $p$ and $q$ measure the response to normal strain along and across the atomic displacement; $r$ measures the coupling by shear. Summing the diagonal gives

$$\operatorname{tr}M=p\operatorname{tr}e+q(3\operatorname{tr}e-\operatorname{tr}e)=(p+2q)\operatorname{tr}e.$$

**Strain diag(a, a, b).** Here $\operatorname{tr}e=2a+b$, so $M$ is diagonal, with $pa+q(a+b)$ twice and $pb+2qa$ once. Singlet minus doublet is $(p-q)(b-a)$. Call $Mv=xv$ the singlet or the doublet equation according to which of the two shifts is put for $x$. If the difference is nonzero, the singlet equation forces $v_0=v_1=0$ and the doublet equation forces $v_2=0$.

**Diagonal entries s, off-diagonal entries t.** Put $d=(p+2q)s-x$ and $c=2rt$. The secular determinant is

$$d^3-3dc^2+2c^3=(d+2c)(d-c)^2,$$

with roots $(p+2q)s+4rt$ and, twice, $(p+2q)s-2rt$. With $S=v_0+v_1+v_2$,

$$(Mv)_i=[(p+2q)s-2rt]\,v_i+2rt\,S.$$

The singlet equation becomes $2rt\,S=6rt\,v_i$ for every $i$. If $rt\neq0$, all components are equal, and equal components do solve it. The doublet equation becomes $2rt\,S=0$, hence $S=0$: the plane perpendicular to $(1,1,1)$.

**Hydrostatic strain s.** Now $M=(p+2q)s\,I$. The Grüneisen parameter $\gamma$ is $-d\ln\omega/d\ln V$ at $s=0$, where $V$ is the volume. With $\omega^2=\omega_0^2+(p+2q)s$ and $V=V_0(1+s)^3$,

$$\left.\frac{d\ln\omega}{ds}\right|_0=\frac{p+2q}{2\omega_0^2},\qquad \left.\frac{d\ln V}{ds}\right|_0=3,\qquad \gamma=-\frac{p+2q}{6\omega_0^2}.$$

**A vanishing splitting.** Take $a=b$ in the strain diag(a, a, b). Then $(p-q)(b-a)=0$ and $M=(p+2q)a\,I$, so $(1,0,0)$ solves the singlet equation although it does not point along z.

## The matrix and the strains in Lean

```lean
import Mathlib

open Matrix

namespace SiliconRamanStrain

noncomputable section
```

The form of $M$ is postulated as a definition, not derived from a force-constant model. It uses tensor shear $e_{ij}$, which accounts for the factor 2 beside $r$.

```lean
/-- The strain matrix of the threefold Raman mode, with deformation constants `p`, `q`, `r`:
diagonal entries `p e_ii + q (tr e - e_ii)` and off-diagonal entries `2 r e_ij`. -/
def ramanMatrix (p q r : ℝ) (e : Matrix (Fin 3) (Fin 3) ℝ) : Matrix (Fin 3) (Fin 3) ℝ :=
  Matrix.of fun i j => if i = j then p * e i i + q * (e.trace - e i i) else 2 * r * e i j
```

The two strain families are explicit real matrices.

```lean
/-- Strain `a` along x and y and `b` along z, without shear. -/
def tetragonalStrain (a b : ℝ) : Matrix (Fin 3) (Fin 3) ℝ :=
  !![a, 0, 0; 0, a, 0; 0, 0, b]

/-- Strain with all diagonal entries `s` and all off-diagonal entries `t`. -/
def trigonalStrain (s t : ℝ) : Matrix (Fin 3) (Fin 3) ℝ :=
  !![s, t, t; t, s, t; t, t, s]
```

The Grüneisen parameter is a quotient of logarithmic derivatives with respect to a common strain parameter.

```lean
/-- The Grüneisen parameter `-d ln ω / d ln V` at zero strain, for a frequency `ω` and a
volume `V` given as functions of a strain parameter. -/
def gruneisen (ω V : ℝ → ℝ) : ℝ :=
  -(deriv (fun s => Real.log (ω s)) 0) / deriv (fun s => Real.log (V s)) 0
```

## Trace and explicit matrices

The trace identity holds for every real $3\times3$ matrix `e`, symmetric or not.

```lean
/-- The trace of the Raman matrix is `(p + 2q)` times the trace of the strain. -/
theorem trace_ramanMatrix (p q r : ℝ) (e : Matrix (Fin 3) (Fin 3) ℝ) :
    (ramanMatrix p q r e).trace = (p + 2 * q) * e.trace := by
  simp [ramanMatrix, Matrix.trace_fin_three, -mul_eq_mul_left_iff]
  ring
```

The next two proofs compare the nine entries one by one.

```lean
/-- Under the strain `diag(a, a, b)` the Raman matrix is diagonal. -/
theorem ramanMatrix_tetragonal (p q r a b : ℝ) :
    ramanMatrix p q r (tetragonalStrain a b) =
      !![p * a + q * (a + b), 0, 0; 0, p * a + q * (a + b), 0; 0, 0, p * b + 2 * q * a] := by
  ext i j
  fin_cases i <;> fin_cases j <;>
    simp [ramanMatrix, tetragonalStrain, Matrix.trace_fin_three, -mul_eq_mul_left_iff] <;> ring

/-- Under the trigonal strain the Raman matrix has equal diagonal entries `(p + 2q) s` and
equal off-diagonal entries `2 r t`. -/
theorem ramanMatrix_trigonal (p q r s t : ℝ) :
    ramanMatrix p q r (trigonalStrain s t) =
      !![(p + 2 * q) * s, 2 * r * t, 2 * r * t; 2 * r * t, (p + 2 * q) * s, 2 * r * t;
        2 * r * t, 2 * r * t, (p + 2 * q) * s] := by
  ext i j
  fin_cases i <;> fin_cases j <;>
    simp [ramanMatrix, trigonalStrain, Matrix.trace_fin_three, -mul_eq_mul_left_iff] <;> ring
```

## Secular determinants

Both factorisations hold for all real parameters, including those at which singlet and doublet coincide. The proof inserts the explicit matrices, expands the $3\times3$ determinants and leaves the polynomial identity to `ring`.

```lean
/-- The secular determinants for both strains factor into a simple factor (singlet) and a
squared factor (doublet). -/
theorem secular_determinants (p q r a b s t x : ℝ) :
    (ramanMatrix p q r (tetragonalStrain a b) - x • 1).det =
        (p * b + 2 * q * a - x) * (p * a + q * (a + b) - x) ^ 2 ∧
      (ramanMatrix p q r (trigonalStrain s t) - x • 1).det =
        ((p + 2 * q) * s + 4 * r * t - x) * ((p + 2 * q) * s - 2 * r * t - x) ^ 2 := by
  rw [ramanMatrix_tetragonal, ramanMatrix_trigonal, Matrix.det_fin_three, Matrix.det_fin_three]
  constructor
  · simp [-mul_eq_mul_left_iff, -mul_eq_mul_right_iff]
    ring
  · simp [-mul_eq_mul_left_iff, -mul_eq_mul_right_iff]
    ring
```

## Polarisation vectors

Each statement below is an equivalence for an arbitrary real vector `v`. The zero vector is included, so the solution sets are whole eigenspaces.

In the tetragonal case `hM` writes out $Mv$. Comparing components gives the splitting times a component equal to zero, and `mul_left_cancel₀ h` cancels the splitting.

```lean
/-- If `(p - q)(b - a)` is nonzero, the solutions of the singlet equation under
`diag(a, a, b)` are exactly the vectors along z, and those of the doublet equation exactly
the vectors in the xy plane. -/
theorem tetragonal_modes (p q r a b : ℝ) (h : (p - q) * (b - a) ≠ 0) (v : Fin 3 → ℝ) :
    (ramanMatrix p q r (tetragonalStrain a b) *ᵥ v = (p * b + 2 * q * a) • v ↔
        v 0 = 0 ∧ v 1 = 0) ∧
      (ramanMatrix p q r (tetragonalStrain a b) *ᵥ v = (p * a + q * (a + b)) • v ↔
        v 2 = 0) := by
  have hM : ramanMatrix p q r (tetragonalStrain a b) *ᵥ v =
      ![(p * a + q * (a + b)) * v 0, (p * a + q * (a + b)) * v 1,
        (p * b + 2 * q * a) * v 2] := by
    rw [ramanMatrix_tetragonal]
    ext i
    fin_cases i <;> simp [Matrix.mulVec, dotProduct, Fin.sum_univ_three]
  rw [hM]
  refine ⟨⟨fun hv => ?_, fun hv => ?_⟩, ⟨fun hv => ?_, fun hv => ?_⟩⟩
  · -- the splitting multiplies the x and y components
    have h0 : (p * a + q * (a + b)) * v 0 = (p * b + 2 * q * a) * v 0 := congrFun hv 0
    have h1 : (p * a + q * (a + b)) * v 1 = (p * b + 2 * q * a) * v 1 := congrFun hv 1
    constructor
    · apply mul_left_cancel₀ h
      linear_combination -h0
    · apply mul_left_cancel₀ h
      linear_combination -h1
  · obtain ⟨h0, h1⟩ := hv
    ext i
    fin_cases i
    · show (p * a + q * (a + b)) * v 0 = (p * b + 2 * q * a) * v 0
      rw [h0, mul_zero, mul_zero]
    · show (p * a + q * (a + b)) * v 1 = (p * b + 2 * q * a) * v 1
      rw [h1, mul_zero, mul_zero]
    · rfl
  · have h2 : (p * b + 2 * q * a) * v 2 = (p * a + q * (a + b)) * v 2 := congrFun hv 2
    apply mul_left_cancel₀ h
    linear_combination h2
  · ext i
    fin_cases i
    · rfl
    · rfl
    · show (p * b + 2 * q * a) * v 2 = (p * a + q * (a + b)) * v 2
      rw [hv, mul_zero, mul_zero]
```

In the trigonal case `hM` is the formula with $S$ above. For the singlet, subtracting two component equations gives $rt\,v_0=rt\,v_1$ and $rt\,v_1=rt\,v_2$; for the doublet, one component suffices. The converse directions substitute $S=3v_i$ or $S=0$.

```lean
/-- If `r t` is nonzero, the solutions of the singlet equation under trigonal strain are
exactly the vectors along (1,1,1), and those of the doublet equation exactly the vectors
perpendicular to it. -/
theorem trigonal_modes (p q r s t : ℝ) (h : r * t ≠ 0) (v : Fin 3 → ℝ) :
    (ramanMatrix p q r (trigonalStrain s t) *ᵥ v = ((p + 2 * q) * s + 4 * r * t) • v ↔
        v 0 = v 1 ∧ v 1 = v 2) ∧
      (ramanMatrix p q r (trigonalStrain s t) *ᵥ v = ((p + 2 * q) * s - 2 * r * t) • v ↔
        v 0 + v 1 + v 2 = 0) := by
  -- a multiple of the identity plus a multiple of the projector on (1,1,1)
  have hM : ramanMatrix p q r (trigonalStrain s t) *ᵥ v = fun i =>
      ((p + 2 * q) * s - 2 * r * t) * v i + 2 * r * t * (v 0 + v 1 + v 2) := by
    rw [ramanMatrix_trigonal]
    ext i
    fin_cases i <;> simp [Matrix.mulVec, dotProduct, Fin.sum_univ_three] <;> ring
  rw [hM]
  refine ⟨⟨fun hv => ?_, fun hv => ?_⟩, ⟨fun hv => ?_, fun hv => ?_⟩⟩
  · have key : ∀ i, ((p + 2 * q) * s - 2 * r * t) * v i + 2 * r * t * (v 0 + v 1 + v 2) =
        ((p + 2 * q) * s + 4 * r * t) * v i := fun i => congrFun hv i
    constructor
    · apply mul_left_cancel₀ h
      linear_combination (key 1 - key 0) / 6
    · apply mul_left_cancel₀ h
      linear_combination (key 2 - key 1) / 6
  · obtain ⟨h0, h1⟩ := hv
    have hsum : ∀ i, v 0 + v 1 + v 2 = 3 * v i := by
      intro i
      fin_cases i
      · show v 0 + v 1 + v 2 = 3 * v 0
        linarith
      · show v 0 + v 1 + v 2 = 3 * v 1
        linarith
      · show v 0 + v 1 + v 2 = 3 * v 2
        linarith
    ext i
    simp only [Pi.smul_apply, smul_eq_mul]
    linear_combination (2 * r * t) * hsum i
  · have h0 : ((p + 2 * q) * s - 2 * r * t) * v 0 + 2 * r * t * (v 0 + v 1 + v 2) =
        ((p + 2 * q) * s - 2 * r * t) * v 0 := congrFun hv 0
    apply mul_left_cancel₀ h
    linear_combination h0 / 2
  · ext i
    simp only [Pi.smul_apply, smul_eq_mul]
    linear_combination (2 * r * t) * hv
```

## Hydrostatic strain and mode softening

```lean
/-- Under hydrostatic strain `s` the Raman matrix is `(p + 2q) s` times the identity. -/
theorem ramanMatrix_hydrostatic (p q r s : ℝ) :
    ramanMatrix p q r (s • 1) = ((p + 2 * q) * s) • 1 := by
  ext i j
  fin_cases i <;> fin_cases j <;>
    simp [ramanMatrix, -mul_eq_mul_left_iff] <;> ring
```

The last theorem takes the frequency law and the volume law as given functions of $s$, with $\omega_0,V_0>0$; the frequency law uses the shift just found. In `h2` and `h4` the chain rule supplies the two logarithmic derivatives. Stating them with `HasDerivAt` matters because `deriv` returns zero where no derivative exists. A positive $\gamma$, meaning a mode that softens on expansion, corresponds to $p+2q<0$.

```lean
/-- For `ω² = ω₀² + (p + 2q) s` and `V = V₀ (1 + s)³`, the logarithms of frequency and volume
are differentiable at `s = 0`, and the Grüneisen parameter is `-(p + 2q) / (6 ω₀²)`. -/
theorem gruneisen_raman (p q ω₀ V₀ : ℝ) (hω : 0 < ω₀) (hV : 0 < V₀) :
    HasDerivAt (fun s => Real.log (Real.sqrt (ω₀ ^ 2 + (p + 2 * q) * s)))
        ((p + 2 * q) / (2 * ω₀ ^ 2)) 0 ∧
      HasDerivAt (fun s => Real.log (V₀ * (1 + s) ^ 3)) 3 0 ∧
      gruneisen (fun s => Real.sqrt (ω₀ ^ 2 + (p + 2 * q) * s)) (fun s => V₀ * (1 + s) ^ 3) =
        -(p + 2 * q) / (6 * ω₀ ^ 2) := by
  have hs : Real.sqrt (ω₀ ^ 2 + (p + 2 * q) * 0) = ω₀ := by
    rw [mul_zero, add_zero, Real.sqrt_sq hω.le]
  have h1 : HasDerivAt (fun s : ℝ => ω₀ ^ 2 + (p + 2 * q) * s) (p + 2 * q) 0 :=
    (((hasDerivAt_id' (0 : ℝ)).const_mul (p + 2 * q)).const_add (ω₀ ^ 2)).congr_deriv
      (mul_one _)
  -- logarithmic derivative of the frequency
  have h2 : HasDerivAt (fun s => Real.log (Real.sqrt (ω₀ ^ 2 + (p + 2 * q) * s)))
      ((p + 2 * q) / (2 * ω₀ ^ 2)) 0 := by
    refine ((h1.sqrt ?_).log ?_).congr_deriv ?_
    · show ω₀ ^ 2 + (p + 2 * q) * 0 ≠ 0
      rw [mul_zero, add_zero]
      positivity
    · show Real.sqrt (ω₀ ^ 2 + (p + 2 * q) * 0) ≠ 0
      rw [hs]
      exact hω.ne'
    · show (p + 2 * q) / (2 * Real.sqrt (ω₀ ^ 2 + (p + 2 * q) * 0)) /
        Real.sqrt (ω₀ ^ 2 + (p + 2 * q) * 0) = _
      rw [hs, div_div]
      congr 1
      ring
  -- logarithmic derivative of the volume
  have h3 : HasDerivAt (fun s : ℝ => V₀ * (1 + s) ^ 3) (V₀ * 3) 0 :=
    ((((hasDerivAt_id' (0 : ℝ)).const_add 1).fun_pow 3).const_mul V₀).congr_deriv
      (by norm_num)
  have h4 : HasDerivAt (fun s => Real.log (V₀ * (1 + s) ^ 3)) 3 0 := by
    refine (h3.log ?_).congr_deriv ?_
    · show V₀ * (1 + 0) ^ 3 ≠ 0
      positivity
    · show V₀ * 3 / (V₀ * (1 + 0) ^ 3) = 3
      rw [add_zero, one_pow, mul_one, mul_div_cancel_left₀ _ hV.ne']
  refine ⟨h2, h4, ?_⟩
  show -(deriv (fun s => Real.log (Real.sqrt (ω₀ ^ 2 + (p + 2 * q) * s))) 0) /
    deriv (fun s => Real.log (V₀ * (1 + s) ^ 3)) 0 = _
  rw [h2.deriv, h4.deriv]
  ring

end

end SiliconRamanStrain
```

```lean
#print axioms SiliconRamanStrain.secular_determinants
-- 'SiliconRamanStrain.secular_determinants' depends on axioms: [propext, Classical.choice, Quot.sound]
#print axioms SiliconRamanStrain.trigonal_modes
-- 'SiliconRamanStrain.trigonal_modes' depends on axioms: [propext, Classical.choice, Quot.sound]
#print axioms SiliconRamanStrain.ramanMatrix_hydrostatic
-- 'SiliconRamanStrain.ramanMatrix_hydrostatic' depends on axioms: [propext, Classical.choice, Quot.sound]
#print axioms SiliconRamanStrain.gruneisen_raman
-- 'SiliconRamanStrain.gruneisen_raman' depends on axioms: [propext, Classical.choice, Quot.sound]
```
